# Two unit axes for every real traceless symmetric 3×3 tensor, with a repeated principal value when the axes are collinear

An electric field gradient at a nucleus and a zero-field splitting tensor, each taken without its isotropic part, are both described by a real traceless symmetric 3×3 matrix T. Such a tensor can be specified by a strength c ≥ 0 and two unit vectors u and v, its axes. With s = u·v and 1 the unit matrix, the tensor built from the axes is

A(u,v) = (u vᵀ + v uᵀ)/2 − (s/3) 1,

and the claim is T = c A(u,v). If u = v or u = −v, two principal values of T coincide; for c ≠ 0 the converse holds too. Maxwell's description gives a multipole of order l a set of l axes. The case treated is l = 2, and the theorem gives a pair of axes without saying that it is unique.

```lean
import Mathlib

open Matrix

namespace MaxwellMultipoleAxes
```

In Lean, vectors are functions `Fin 3 → ℝ` with components numbered 0, 1, 2. The dot product is `⬝ᵥ`, `vecMulVec u v` is the outer product u vᵀ, and A is called `axesTensor`.

```lean
/-- The traceless symmetric tensor `(u vᵀ + v uᵀ)/2 - (u·v/3) 1` built from two axes. -/
noncomputable def axesTensor (u v : Fin 3 → ℝ) : Matrix (Fin 3) (Fin 3) ℝ :=
  (1 / 2 : ℝ) • (vecMulVec u v + vecMulVec v u) - ((u ⬝ᵥ v) / 3) • 1
```

A repeated principal value is expressed through the secular determinant, which must contain a squared factor. A triple value, μ = ν, counts as repeated.

```lean
/-- A tensor has a repeated principal value if its secular determinant `det (x 1 - T)`
factors as `(x - μ)² (x - ν)` with real `μ` and `ν`. -/
def HasRepeatedValue (T : Matrix (Fin 3) (Fin 3) ℝ) : Prop :=
  ∃ μ ν : ℝ, ∀ x : ℝ, (x • (1 : Matrix (Fin 3) (Fin 3) ℝ) - T).det = (x - μ) ^ 2 * (x - ν)
```

The order of the quantifiers matters here. If `∀ x` stood before `∃ μ ν`, every matrix would qualify: for a given x, take μ = x − 1 and ν = x − det(x 1 − T).

The hypotheses concern a matrix of Cartesian components in an orthonormal frame. That a given interaction is represented by such a matrix is a physical input.

## Symmetry: an orthonormal principal frame

Symmetry, `T.IsSymm`, means that the interaction has no antisymmetric part. A chemical shielding tensor, for example, can have one. By hand, symmetry enters through the spectral theorem: there are orthonormal vectors e₀, e₁, e₂ and real principal values d₀ ≤ d₁ ≤ d₂ with

T = d₀ e₀e₀ᵀ + d₁ e₁e₁ᵀ + d₂ e₂e₂ᵀ.

The values are sorted by sign and size, not by magnitude as is usual for field gradients. Without symmetry the claim fails, because c A(u,v) is always symmetric.

```lean
/-- A real symmetric tensor is diagonal in an orthonormal frame, the columns of `U`,
with its principal values in increasing order. -/
theorem principal_frame (T : Matrix (Fin 3) (Fin 3) ℝ) (hT : T.IsSymm) :
    ∃ (U : Matrix (Fin 3) (Fin 3) ℝ) (d : Fin 3 → ℝ),
      Monotone d ∧ Uᵀ * U = 1 ∧ T = U * diagonal d * Uᵀ := by
  have hH : T.IsHermitian := by
    rw [Matrix.IsHermitian, conjTranspose_eq_transpose_of_trivial]
    exact hT
  obtain ⟨σ, hσ⟩ : ∃ σ : Equiv.Perm (Fin 3), Monotone (hH.eigenvalues ∘ σ) :=
    ⟨_, Tuple.monotone_sort _⟩
  let U : Matrix (Fin 3) (Fin 3) ℝ := fun i k => (hH.eigenvectorBasis (σ k)).ofLp i
  -- the eigenvectors are orthonormal
  have hU : Uᵀ * U = 1 := by
    ext k l
    have h := orthonormal_iff_ite.mp hH.eigenvectorBasis.orthonormal (σ k) (σ l)
    rw [EuclideanSpace.inner_eq_star_dotProduct, star_trivial, dotProduct_comm] at h
    by_cases hkl : k = l
    · subst hkl
      rw [if_pos rfl] at h
      rw [one_apply_eq]
      exact h
    · rw [if_neg (fun hh => hkl (σ.injective hh))] at h
      rw [one_apply_ne hkl]
      exact h
  -- the eigenvalue equations, column by column
  have hTU : T * U = U * diagonal (hH.eigenvalues ∘ σ) := by
    ext i k
    have h : (T * U) i k = hH.eigenvalues (σ k) * U i k :=
      congrFun (hH.mulVec_eigenvectorBasis (σ k)) i
    rw [mul_diagonal, h, mul_comm]
    rfl
  refine ⟨U, hH.eigenvalues ∘ σ, hσ, hU, ?_⟩
  rw [← hTU, mul_assoc, mul_eq_one_comm.mp hU, mul_one]
```

The eigenvectors, sorted by the permutation `σ`, are the columns of `U`. The step `hU` states their orthonormality, and `hTU` collects the eigenvalue equations as TU = U diag(d). Multiplying by Uᵀ on the right gives the decomposition, since UᵀU = 1 implies UUᵀ = 1 for a square matrix.

## Zero trace: no isotropic part

Zero trace means that the orientation average of the interaction vanishes. It gives d₀ + d₁ + d₂ = 0. Put c = d₂ − d₀. If c = 0, the three values are equal with zero sum, so T = 0 and any unit vectors serve. Otherwise define p, q ≥ 0 by

c p² = d₂ − d₁,
c q² = d₁ − d₀.

The ordering makes both right-hand sides non-negative, and adding them gives p² + q² = 1. Take

u = p e₂ + q e₀,
v = p e₂ − q e₀.

Then u·u = v·v = p² + q² = 1 and s = p² − q². The cross terms cancel in the symmetrised product:

c (u vᵀ + v uᵀ)/2 = (d₂ − d₁) e₂e₂ᵀ − (d₁ − d₀) e₀e₀ᵀ = T − d₁ 1.

The last equality uses completeness, e₀e₀ᵀ + e₁e₁ᵀ + e₂e₂ᵀ = 1. The zero trace then settles the remaining term:

c s/3 = (d₀ + d₂ − 2d₁)/3 = −d₁.

Subtracting (c s/3) 1 therefore restores d₁ 1, and c A(u,v) = T.

If the trace is not zero, no such c, u, v exist, because A(u,v) has trace s − s = 0.

```lean
/-- Maxwell's axes of a quadrupole: every real symmetric traceless tensor is a non-negative
multiple of the tensor built from two unit vectors. -/
theorem exists_maxwell_axes (T : Matrix (Fin 3) (Fin 3) ℝ) (hT : T.IsSymm)
    (htr : T.trace = 0) :
    ∃ (c : ℝ) (u v : Fin 3 → ℝ),
      0 ≤ c ∧ u ⬝ᵥ u = 1 ∧ v ⬝ᵥ v = 1 ∧ T = c • axesTensor u v := by
  obtain ⟨U, d, hd, hU, hTU⟩ := principal_frame T hT
  have hsum : d 0 + d 1 + d 2 = 0 := by
    rw [hTU, trace_mul_comm, ← mul_assoc, hU, one_mul, trace_diagonal,
      Fin.sum_univ_three] at htr
    exact htr
  have h01 : d 0 ≤ d 1 := hd (by decide)
  have h12 : d 1 ≤ d 2 := hd (by decide)
  have hent : ∀ i j, T i j = U i 0 * d 0 * U j 0 + U i 1 * d 1 * U j 1
      + U i 2 * d 2 * U j 2 := by
    intro i j
    have h := congrFun (congrFun hTU i) j
    rw [mul_apply, Fin.sum_univ_three] at h
    simpa only [mul_diagonal, transpose_apply] using h
  obtain ⟨c, hc⟩ : ∃ c, c = d 2 - d 0 := ⟨_, rfl⟩
  by_cases hc0 : c = 0
  · -- equal principal values with zero sum: the tensor vanishes
    have e0 : d 0 = 0 := by linarith
    have e1 : d 1 = 0 := by linarith
    have e2 : d 2 = 0 := by linarith
    refine ⟨0, ![1, 0, 0], ![1, 0, 0], le_rfl, ?_, ?_, ?_⟩
    · simp [dotProduct, Fin.sum_univ_three]
    · simp [dotProduct, Fin.sum_univ_three]
    · ext i j
      rw [zero_smul, Matrix.zero_apply, hent, e0, e1, e2]
      ring
  have hcn : 0 ≤ c := by linarith
  obtain ⟨p, hp⟩ : ∃ p : ℝ, c * p ^ 2 = d 2 - d 1 :=
    ⟨√((d 2 - d 1) / c), by
      rw [Real.sq_sqrt (div_nonneg (by linarith) hcn)]; field_simp⟩
  obtain ⟨q, hq⟩ : ∃ q : ℝ, c * q ^ 2 = d 1 - d 0 :=
    ⟨√((d 1 - d 0) / c), by
      rw [Real.sq_sqrt (div_nonneg (by linarith) hcn)]; field_simp⟩
  have hpq : p ^ 2 + q ^ 2 = 1 :=
    mul_left_cancel₀ hc0 (by linear_combination hp + hq - hc)
  have hcol : ∀ a b, U 0 a * U 0 b + U 1 a * U 1 b + U 2 a * U 2 b
      = (1 : Matrix (Fin 3) (Fin 3) ℝ) a b := by
    intro a b
    rw [← hU, mul_apply, Fin.sum_univ_three]
    rfl
  have n0 := hcol 0 0
  have n2 := hcol 2 2
  have n02 := hcol 0 2
  rw [one_apply_eq] at n0 n2
  rw [one_apply_ne (by decide)] at n02
  -- the axes lie in the plane of the extreme principal directions
  have huv : (fun i => p * U i 2 + q * U i 0) ⬝ᵥ (fun i => p * U i 2 - q * U i 0)
      = p ^ 2 - q ^ 2 := by
    simp only [dotProduct, Fin.sum_univ_three]
    linear_combination p ^ 2 * n2 - q ^ 2 * n0
  refine ⟨c, fun i => p * U i 2 + q * U i 0, fun i => p * U i 2 - q * U i 0, hcn, ?_, ?_, ?_⟩
  · simp only [dotProduct, Fin.sum_univ_three]
    linear_combination p ^ 2 * n2 + q ^ 2 * n0 + 2 * p * q * n02 + hpq
  · simp only [dotProduct, Fin.sum_univ_three]
    linear_combination p ^ 2 * n2 + q ^ 2 * n0 - 2 * p * q * n02 + hpq
  · rw [axesTensor, huv]
    ext i j
    have hone : U i 0 * U j 0 + U i 1 * U j 1 + U i 2 * U j 2
        = (1 : Matrix (Fin 3) (Fin 3) ℝ) i j := by
      rw [← mul_eq_one_comm.mp hU, mul_apply, Fin.sum_univ_three]
      rfl
    simp only [Matrix.smul_apply, Matrix.sub_apply, Matrix.add_apply, vecMulVec_apply,
      smul_eq_mul]
    linear_combination hent i j - U i 2 * U j 2 * hp + U i 0 * U j 0 * hq
      + (1 : Matrix (Fin 3) (Fin 3) ℝ) i j / 3 * (hp - hq + hsum) + d 1 * hone
```

In the proof, `hsum` is the trace condition. It is used in the case c = 0 and again in the final `linear_combination`, which combines it with the entries of T (`hent`), the definitions of p and q (`hp`, `hq`) and completeness (`hone`). Unit length and c ≥ 0 are conclusions of this theorem. The sign of c is a convention, since replacing v by −v reverses the sign of A.

## Unit length: the principal values depend only on c and s

Where the hypotheses `hu` and `hv` occur below, they say that the axes carry direction only and c carries the strength. For any vector w,

A w = ((v·w) u + (u·w) v)/2 − (s/3) w.

```lean
/-- The tensor of two axes acts on a vector `w` through the projections of `w` on the axes. -/
theorem axesTensor_mulVec (u v w : Fin 3 → ℝ) :
    axesTensor u v *ᵥ w
      = (1 / 2 : ℝ) • ((v ⬝ᵥ w) • u + (u ⬝ᵥ w) • v) - ((u ⬝ᵥ v) / 3) • w := by
  rw [axesTensor, sub_mulVec, smul_mulVec, smul_mulVec, add_mulVec, one_mulVec]
  ext i
  simp only [Pi.sub_apply, Pi.add_apply, Pi.smul_apply, mulVec, dotProduct, vecMulVec_apply,
    Fin.sum_univ_three, smul_eq_mul]
  ring
```

Inserting u·u = v·v = 1 gives

A(u + v) = ((1 + s)/2 − s/3)(u + v) = (s/6 + 1/2)(u + v),
A(u − v) = ((s − 1)/2 − s/3)(u − v) = (s/6 − 1/2)(u − v),
A(u × v) = −(s/3)(u × v).

```lean
/-- For unit axes `u` and `v`, the tensor maps `u + v`, `u - v` and `u × v` to the stated
multiples of themselves. -/
theorem principal_directions (u v : Fin 3 → ℝ) (hu : u ⬝ᵥ u = 1) (hv : v ⬝ᵥ v = 1) :
    axesTensor u v *ᵥ (u + v) = ((u ⬝ᵥ v) / 6 + 1 / 2) • (u + v) ∧
    axesTensor u v *ᵥ (u - v) = ((u ⬝ᵥ v) / 6 - 1 / 2) • (u - v) ∧
    axesTensor u v *ᵥ (u ⨯₃ v) = (-(u ⬝ᵥ v) / 3) • (u ⨯₃ v) := by
  refine ⟨?_, ?_, ?_⟩
  · rw [axesTensor_mulVec, dotProduct_add, dotProduct_add, dotProduct_comm v u, hu, hv]
    module
  · rw [axesTensor_mulVec, dotProduct_sub, dotProduct_sub, dotProduct_comm v u, hu, hv]
    module
  · rw [axesTensor_mulVec, dot_self_cross, dot_cross_self]
    module
```

The proof substitutes the dot products and leaves the vector algebra to `module`. If u and v are not collinear, these three vectors are non-zero and mutually orthogonal, so the principal values of cA are

λ₁ = c(s/6 + 1/2), λ₂ = c(s/6 − 1/2), λ₃ = −c s/3.

If u = ±v, some of the vectors vanish, but then A = ±(u uᵀ − 1/3), with values ±2/3, ∓1/3, ∓1/3, in agreement with the same formulas at s = ±1. In every case

det(x 1 − cA) = (x − λ₁)(x − λ₂)(x − λ₃).

```lean
/-- The secular determinant of `c` times the tensor of two unit axes, in factored form. -/
theorem secular_det (c x : ℝ) (u v : Fin 3 → ℝ) (hu : u ⬝ᵥ u = 1) (hv : v ⬝ᵥ v = 1) :
    (x • (1 : Matrix (Fin 3) (Fin 3) ℝ) - c • axesTensor u v).det
      = (x - c * ((u ⬝ᵥ v) / 6 + 1 / 2)) * (x - c * ((u ⬝ᵥ v) / 6 - 1 / 2))
        * (x - -(c * (u ⬝ᵥ v) / 3)) := by
  simp only [dotProduct, Fin.sum_univ_three] at hu hv
  rw [det_fin_three]
  simp only [axesTensor, Matrix.sub_apply, Matrix.smul_apply, Matrix.add_apply,
    vecMulVec_apply, smul_eq_mul, Matrix.one_apply, Fin.reduceEq, reduceIte, dotProduct,
    Fin.sum_univ_three]
  linear_combination (-(c ^ 2 / 4) * (x + c * (u 0 * v 0 + u 1 * v 1 + u 2 * v 2) / 3))
    * ((v 0 * v 0 + v 1 * v 1 + v 2 * v 2) * hu + hv)
```

Lean reaches this without eigenvectors or cases. It expands the determinant and removes the difference between the two sides with multiples of `hu` and `hv`.

For the link between repeated values and u = ±v, what matters is that the two lengths are equal. If v is a unit vector and u = 2v, then A has a repeated value although u is neither v nor −v.

## A squared factor: two principal values coincide

Let a cubic with roots a, b, g equal (x − μ)²(x − ν) for all x. Both the cubic and its derivative vanish at μ. The first fact makes μ one of the roots, say a; the second then gives (a − b)(a − g) = 0, so a equals b or g. The other choices are alike.

```lean
/-- If a cubic with roots `a`, `b`, `g` has a double root, then two of the three coincide. -/
theorem roots_coincide {a b g μ ν : ℝ}
    (h : ∀ x : ℝ, (x - a) * (x - b) * (x - g) = (x - μ) ^ 2 * (x - ν)) :
    a = b ∨ b = g ∨ a = g := by
  -- the derivative of the cubic vanishes at the double root
  have e1 : a + b + g = 2 * μ + ν := by
    linear_combination (-1 / 2) * (h 1 + h (-1) - 2 * h 0)
  have e2 : a * b + b * g + a * g = μ ^ 2 + 2 * μ * ν := by
    linear_combination (1 / 2) * (h 1 - h (-1))
  have hder : (μ - a) * (μ - b) + (μ - b) * (μ - g) + (μ - a) * (μ - g) = 0 := by
    linear_combination e2 - 2 * μ * e1
  have h0 : (μ - a) * (μ - b) * (μ - g) = 0 := by linear_combination h μ
  rcases mul_eq_zero.mp h0 with hab | hg
  · rcases mul_eq_zero.mp hab with ha | hb
    · have h1 : (μ - b) * (μ - g) = 0 := by
        linear_combination hder - ((μ - b) + (μ - g)) * ha
      rcases mul_eq_zero.mp h1 with h2 | h2
      · left; linarith
      · right; right; linarith
    · have h1 : (μ - a) * (μ - g) = 0 := by
        linear_combination hder - ((μ - a) + (μ - g)) * hb
      rcases mul_eq_zero.mp h1 with h2 | h2
      · left; linarith
      · right; left; linarith
  · have h1 : (μ - a) * (μ - b) = 0 := by
      linear_combination hder - ((μ - a) + (μ - b)) * hg
    rcases mul_eq_zero.mp h1 with h2 | h2
    · right; right; linarith
    · right; left; linarith
```

Here `e1` and `e2` compare coefficients by evaluating at x = 0, 1, −1, `hder` is the vanishing derivative, and the case split follows the argument above.

For collinear axes the squared factor can be written down. At s = 1 the values are 2c/3, −c/3, −c/3; at s = −1 they are −2c/3, c/3, c/3. This holds for every real c.

```lean
/-- If two unit axes are equal or opposite, every multiple of their tensor has a repeated
principal value. -/
theorem repeated_of_parallel (c : ℝ) (u v : Fin 3 → ℝ) (hu : u ⬝ᵥ u = 1) (hv : v ⬝ᵥ v = 1)
    (h : u = v ∨ u = -v) : HasRepeatedValue (c • axesTensor u v) := by
  rcases h with h | h
  · have hs : u ⬝ᵥ v = 1 := by rw [h, hv]
    refine ⟨-c / 3, 2 * c / 3, fun x => ?_⟩
    rw [secular_det c x u v hu hv, hs]
    ring
  · have hs : u ⬝ᵥ v = -1 := by rw [h, neg_dotProduct, hv]
    refine ⟨c / 3, -2 * c / 3, fun x => ?_⟩
    rw [secular_det c x u v hu hv, hs]
    ring
```

## Non-zero strength: the converse

The condition c ≠ 0 says that there is an anisotropic interaction at all. The differences of the principal values are

λ₁ − λ₂ = c,
λ₂ − λ₃ = c(s − 1)/2,
λ₁ − λ₃ = c(s + 1)/2.

With c ≠ 0, a coincidence requires s = 1 or s = −1. Since |u − v|² = 2 − 2s and |u + v|² = 2 + 2s, this means u = v or u = −v. For c = 0 the tensor vanishes and all its values coincide, even with perpendicular axes.

```lean
/-- A non-zero multiple of the tensor of two unit axes has a repeated principal value exactly
when the axes are equal or opposite. -/
theorem repeated_iff_parallel (c : ℝ) (hc : c ≠ 0) (u v : Fin 3 → ℝ)
    (hu : u ⬝ᵥ u = 1) (hv : v ⬝ᵥ v = 1) :
    HasRepeatedValue (c • axesTensor u v) ↔ u = v ∨ u = -v := by
  refine ⟨?_, repeated_of_parallel c u v hu hv⟩
  rintro ⟨μ, ν, h⟩
  rcases roots_coincide (fun x => (secular_det c x u v hu hv).symm.trans (h x))
    with h1 | h1 | h1
  · exact absurd (by linear_combination h1) hc
  · -- here u·v = 1, so u - v has zero length
    have hs : u ⬝ᵥ v = 1 := mul_left_cancel₀ hc (by linear_combination 2 * h1)
    left
    apply sub_eq_zero.mp
    apply dotProduct_self_eq_zero.mp
    rw [sub_dotProduct, dotProduct_sub, dotProduct_sub, dotProduct_comm v u, hu, hv, hs]
    ring
  · -- here u·v = -1, so u + v has zero length
    have hs : u ⬝ᵥ v = -1 := mul_left_cancel₀ hc (by linear_combination 2 * h1)
    right
    apply eq_neg_of_add_eq_zero_left
    apply dotProduct_self_eq_zero.mp
    rw [add_dotProduct, dotProduct_add, dotProduct_add, dotProduct_comm v u, hu, hv, hs]
    ring

end MaxwellMultipoleAxes
```

The three cases from `roots_coincide` are these three differences. The first contradicts `hc`; in the other two, `hc` allows division by c, and `dotProduct_self_eq_zero` turns zero length into a zero vector.

```lean
#print axioms MaxwellMultipoleAxes.exists_maxwell_axes
-- 'MaxwellMultipoleAxes.exists_maxwell_axes' depends on axioms: [propext, Classical.choice, Quot.sound]
#print axioms MaxwellMultipoleAxes.principal_directions
-- 'MaxwellMultipoleAxes.principal_directions' depends on axioms: [propext, Classical.choice, Quot.sound]
#print axioms MaxwellMultipoleAxes.repeated_iff_parallel
-- 'MaxwellMultipoleAxes.repeated_iff_parallel' depends on axioms: [propext, Classical.choice, Quot.sound]
```

## The axes of a field gradient with values −5, 1, 4

Suppose that an electronic-structure calculation gives a field gradient which, in its principal frame and in some unit, is diag(−5, 1, 4). Then c = 9, p² = 1/3 and q² = 2/3, so

u = (√(2/3), 0, √(1/3)),
v = (−√(2/3), 0, √(1/3)).

Here s = −1/3, and the axes enclose about 109.5°. The diagonal entries of 9 A(u,v) are 9(−2/3 + 1/9) = −5, 9(1/9) = 1 and 9(1/3 + 1/9) = 4.

For a spin 1 governed only by the zero-field term S·D·S, with S the spin operator and D a traceless symmetric tensor, the level energies are minus the principal values of D. Collinear axes then mean two degenerate levels.
